# Boltzmann counting: two-sided entropy bounds on the multinomial coefficient

## Physical setting

Let $\iota$ be a finite set of $k$ levels, labelled by $i \in \iota$. Level $i$ holds $n_i \in \{0, 1, 2, \dots\}$ particles, and $N = \sum_i n_i$ is the particle number, assumed to be at least one. The vector $n = (n_i)_{i \in \iota}$ is a macrostate. Three quantities are attached to it:

$$W(n) = \frac{N!}{\prod_i n_i!}, \qquad p_i = \frac{n_i}{N}, \qquad S(p) = -\sum_i p_i \ln p_i .$$

The multiplicity $W(n)$ is the number of ways of assigning $N$ labelled particles to the levels so that level $i$ receives $n_i$ of them. The $p_i$ are the occupation fractions and $S(p)$ is their Shannon entropy. Logarithms are natural and entropies are in units of Boltzmann's constant. An empty level contributes $0 \ln 0 = 0$ to $S$, and $0^0 = 1$ in all products. The number $k$ counts every level of $\iota$, occupied or not.

For real numbers $q_i$ with $\sum_i q_i = 1$, the weight of a macrostate $m = (m_i)_{i \in \iota}$ is

$$P_q(m) = W(m) \prod_i q_i^{m_i} .$$

When the $q_i$ are nonnegative, $P_q(m)$ is the probability that particles placed independently, each in level $i$ with probability $q_i$, produce the occupations $m$.

In quantum statistical mechanics $W(n)$ counts the product basis states with given occupations for $N$ distinguishable, non-interacting subsystems with $k$ states each, such as localised spins. It does not count states of identical bosons or fermions sharing the $k$ levels, where an allowed occupation vector is a single state.

## Statement

For every macrostate $n$ with $N \ge 1$ the fractions satisfy $\sum_i p_i = 1$, and

$$\frac{e^{N S(p)}}{(N+1)^k} \;\le\; W(n) \;\le\; e^{N S(p)} .$$

Consequently the Boltzmann entropy per particle obeys

$$S(p) - \frac{k \ln (N+1)}{N} \;\le\; \frac{\ln W(n)}{N} \;\le\; S(p) .$$

Both lines are inequalities at finite $N$, valid for small or zero occupations, and no Stirling approximation enters.

The smallest cases are quickly evaluated. For $N = 1$ the single particle sits in one level, so $W = 1$ and $S = 0$, and the first line reads $2^{-k} \le 1 \le 1$. For $k = 1$ again $W = 1$ and $S = 0$, and it reads $1/(N+1) \le 1 \le 1$. For two levels with one particle each, $W = 2$ and $S = \ln 2$, which gives $4/9 \le 2 \le 4$. At fixed $k$ the width $k \ln(N+1)/N$ of the interval shrinks to zero as $N$ grows. If $k$ grows in proportion to $N$ it does not, and the two entropies can stay apart: with $k = N$ and one particle in each level, $S = \ln N$ while $(\ln N!)/N$ approaches $\ln N - 1$.

The same counting gives the configurational entropy of a lattice of $N$ sites occupied at random by $k$ species, with $n_i$ sites of species $i$ and no interactions that favour one arrangement. A code can evaluate $\ln W$ as $\ln\Gamma(N+1) - \sum_i \ln\Gamma(n_i+1)$, with $\Gamma$ the gamma function, to avoid overflowing factorials, or replace it by the ideal mixing value $N S(p)$. The second line above bounds the error per site of that replacement. For $100$ sites shared equally between two species, $(\ln W)/N \approx 0.668$ lies between $0.601$ and $\ln 2 \approx 0.693$. In floating point a direct evaluation of $0 \cdot \ln 0$ gives a not-a-number value or an error, so the zero term of an absent species in $S$ needs separate treatment.

## Derivation

The idea is to use the fractions $p$ of the given macrostate $n$ as level probabilities and to compare the weight $P_p(n)$ with the total weight of all macrostates of $N$ particles.

Step 1, normalisation. The multinomial theorem gives
$$\sum_{m:\ \sum_i m_i = N} W(m) \prod_i q_i^{m_i} = \Big(\sum_i q_i\Big)^N = 1 .$$
It applies to $q = p$ because $\sum_i p_i = \sum_i n_i / N = 1$.

Step 2, number of macrostates. Each $m_i$ is at most $\sum_j m_j = N$, so it takes one of the $N + 1$ values $0, \dots, N$. There are therefore at most $(N+1)^k$ macrostates.

Step 3, an inequality for factorials. For all natural numbers $a$ and $m$,
$$a^m\, a! \le a^a\, m! .$$
If $m = a + d$ with $d \ge 0$, then $(a+d)! = a!\,(a+1)\cdots(a+d) \ge a!\,a^d$, since each of the $d$ extra factors is at least $a$; multiplying by $a^a$ gives the claim. If $a = m + d$, then $(m+d)! = m!\,(m+1)\cdots(m+d) \le m!\,(m+d)^d$, since each extra factor is at most $m + d$; multiplying by $(m+d)^m$ gives the claim. Dividing by $a!\,m!$ puts it in the form $a^m/m! \le a^a/a!$.

Step 4, the largest weight. For any macrostate $l$ with $\sum_i l_i = N$,
$$P_p(l) = \frac{N!}{\prod_i l_i!} \prod_i \Big(\frac{n_i}{N}\Big)^{l_i} = \frac{N!}{N^N} \prod_i \frac{n_i^{\,l_i}}{l_i!},$$
where $\prod_i N^{l_i} = N^N$ was used. The prefactor does not depend on $l$. Step 3 with $a = n_i$ bounds each nonnegative factor, $n_i^{m_i}/m_i! \le n_i^{n_i}/n_i!$, so $P_p(m) \le P_p(n)$ for every macrostate $m$ of $N$ particles.

Step 5, the weight of $n$ itself. Since $N p_i = n_i$, one has $-N S(p) = \sum_i n_i \ln p_i$. For an occupied level $p_i > 0$ and $p_i^{n_i} = e^{n_i \ln p_i}$. For an empty level the factor $p_i^{n_i}$ is $1$ and the term in the exponent is $0$. Hence
$$\prod_i p_i^{n_i} = e^{-N S(p)}, \qquad P_p(n) = W(n)\, e^{-N S(p)} .$$

Step 6, the two bounds. All weights $P_p(m)$ are nonnegative and sum to one, so the single term satisfies $P_p(n) \le 1$, which is $W(n) \le e^{N S(p)}$. A sum is at most the number of its terms times the largest term, so steps 1, 2 and 4 give $1 \le (N+1)^k P_p(n)$, which is the lower bound.

Step 7, logarithms. The lower bound is positive, so $W(n) > 0$ and the logarithm preserves both inequalities: $N S(p) - k \ln(N+1) \le \ln W(n) \le N S(p)$. Division by $N$ gives the bounds per particle.

Step 4 is readily misread as saying that $n$ maximises the multiplicity. It maximises the weight $P_p$, whose probabilities were built from $n$. For $k = 2$ and $n = (2, 0)$ one has $W(n) = 1$, smaller than $W(1,1) = 2$; but $p = (1, 0)$, so $P_p(2,0) = 1$ and $P_p(1,1) = 0$.

The argument also bounds the probability of $n$ under other level probabilities. For $q_i > 0$ with $\sum_i q_i = 1$, put $D(p \| q) = \sum_i p_i \ln (p_i/q_i)$. Then $\prod_i q_i^{n_i} = e^{-N S(p) - N D(p\|q)}$, and multiplying the bounds on $W(n)$ by this factor places $P_q(n)$ between $(N+1)^{-k} e^{-N D(p\|q)}$ and $e^{-N D(p\|q)}$. This extension, like the large-$N$ remarks and the numerical examples, is commentary and is not among the theorems of the file.

## What the formal version assumes

The levels are a finite type `ι`, and $k$ is `Fintype.card ι`. A macrostate is a function `n : ι → ℕ`, with `total n` for $N$, `freq n i` for $p_i$ as a real quotient, `shannon p` for $S(p)$ and `weight q m` for $P_q(m)$. The set `macrostates ι N` is Mathlib's `piAntidiag univ N`, the finite set of occupation vectors with sum $N$.

The multiplicity `multiplicity n` is defined as `Nat.multinomial univ n`, and `multiplicity_eq` proves that, as a real number, it equals $N!/\prod_i n_i!$. Its reading as the number of assignments of labelled particles to levels is the physical interpretation of that formula; the file contains no set of microstates.

The two final theorems have one hypothesis, `hN : 1 ≤ total n`, which also forces $k \ge 1$. The theorem `multiplicity_bounds` is a conjunction of three statements: the fractions sum to one, $e^{N S(p)}/(N+1)^k \le W(n)$, and $W(n) \le e^{N S(p)}$. The theorem `entropy_per_particle` is the pair of bounds on $(\ln W)/N$. In `shannon` the convention for empty levels needs no case distinction, because Lean assigns `Real.log` a real value at zero and that value is multiplied by $p_i = 0$.

The levels carry no energies and no degeneracies, and the number of levels is finite. Boltzmann's counting argument goes on to maximise the entropy at fixed total energy and so arrives at exponential occupations; the theorems here stop at the comparison of $\ln W(n)$ with $N S(p)$ for a given $n$, and say nothing about that maximisation or about the agreement of ensembles. They contain no limit in $N$ and make no claim that the factor $(N+1)^k$ is sharp.

## The file

```lean
import Mathlib

open Finset

namespace BoltzmannCounting

noncomputable section

variable {ι : Type*} [Fintype ι]

/-- Total particle number `N = ∑ nᵢ` of the occupation numbers `n` of the levels `ι`. -/
def total (n : ι → ℕ) : ℕ := ∑ i, n i

/-- Boltzmann multiplicity `W(n)`: the multinomial coefficient of the occupation numbers. -/
def multiplicity (n : ι → ℕ) : ℕ := Nat.multinomial univ n

/-- Occupation fractions `pᵢ = nᵢ / N`. -/
def freq (n : ι → ℕ) (i : ι) : ℝ := (n i : ℝ) / (total n : ℝ)

/-- Shannon entropy `S(p) = -∑ pᵢ ln pᵢ`; a level with `pᵢ = 0` contributes zero. -/
def shannon (p : ι → ℝ) : ℝ := -∑ i, p i * Real.log (p i)

/-- Weight `W(m) ∏ qᵢ^mᵢ` of the occupation numbers `m` for level probabilities `q`. -/
def weight (q : ι → ℝ) (m : ι → ℕ) : ℝ := (multiplicity m : ℝ) * ∏ i, q i ^ m i

/-- The macrostates of `N` particles: all occupation vectors with sum `N`. -/
def macrostates (ι : Type*) [Fintype ι] [DecidableEq ι] (N : ℕ) : Finset (ι → ℕ) :=
  piAntidiag univ N

/-- The multiplicity is `W(n) = N! / ∏ nᵢ!`. -/
theorem multiplicity_eq (n : ι → ℕ) :
    (multiplicity n : ℝ) = ((total n).factorial : ℝ) / ∏ i, ((n i).factorial : ℝ) := by
  have hne : ∏ i, ((n i).factorial : ℝ) ≠ 0 :=
    prod_ne_zero_iff.mpr fun i _ => by exact_mod_cast Nat.factorial_ne_zero _
  rw [eq_div_iff hne, mul_comm]
  unfold multiplicity total
  exact_mod_cast Nat.multinomial_spec univ n

/-- For at least one particle the occupation fractions sum to one. -/
theorem sum_freq (n : ι → ℕ) (hN : 1 ≤ total n) : ∑ i, freq n i = 1 := by
  have hpos : (0 : ℝ) < total n := by exact_mod_cast hN
  unfold freq
  rw [← sum_div, div_eq_one_iff_eq hpos.ne']
  simp [total]

/-- If the level probabilities sum to one, the weights of all macrostates of `N` particles
sum to one. -/
theorem sum_weight [DecidableEq ι] (q : ι → ℝ) (hq : ∑ i, q i = 1) (N : ℕ) :
    ∑ m ∈ macrostates ι N, weight q m = 1 := by
  have h := Finset.sum_pow_eq_sum_piAntidiag univ q N
  rw [hq, one_pow] at h
  exact h.symm

/-- There are at most `(N + 1)^k` macrostates of `N` particles on `k` levels. -/
theorem card_macrostates_le [DecidableEq ι] (N : ℕ) :
    (macrostates ι N).card ≤ (N + 1) ^ Fintype.card ι := by
  -- each occupation number lies in `0, …, N`
  have hsub : macrostates ι N ⊆ Fintype.piFinset fun _ : ι => range (N + 1) := by
    intro m hm
    have hm' : m ∈ piAntidiag univ N := hm
    have h := (mem_piAntidiag.1 hm').1
    rw [Fintype.mem_piFinset]
    intro i
    have hi := single_le_sum (f := m) (fun j _ => Nat.zero_le (m j)) (mem_univ i)
    exact mem_range.2 (Nat.lt_succ_of_le (hi.trans h.le))
  calc (macrostates ι N).card
      ≤ (Fintype.piFinset fun _ : ι => range (N + 1)).card := card_le_card hsub
    _ = (N + 1) ^ Fintype.card ι := by simp [Fintype.card_piFinset]

/-- For natural numbers `a` and `m` one has `a^m a! ≤ a^a m!`. -/
theorem pow_mul_factorial_le (a m : ℕ) : a ^ m * a.factorial ≤ a ^ a * m.factorial := by
  have h1 : ∀ d : ℕ, a ^ d * a.factorial ≤ (a + d).factorial := by
    intro d
    induction d with
    | zero => simp
    | succ d ih =>
      rw [← add_assoc, Nat.factorial_succ (a + d), pow_succ]
      calc a ^ d * a * a.factorial = a * (a ^ d * a.factorial) := by ring
        _ ≤ (a + d + 1) * (a + d).factorial := Nat.mul_le_mul (by omega) ih
  have h2 : ∀ d : ℕ, (m + d).factorial ≤ m.factorial * (m + d) ^ d := by
    intro d
    induction d with
    | zero => simp
    | succ d ih =>
      rw [← add_assoc, Nat.factorial_succ (m + d), pow_succ]
      calc (m + d + 1) * (m + d).factorial
          ≤ (m + d + 1) * (m.factorial * (m + d + 1) ^ d) :=
            Nat.mul_le_mul_left _
              (ih.trans (Nat.mul_le_mul_left _ (Nat.pow_le_pow_left (by omega) d)))
        _ = m.factorial * ((m + d + 1) ^ d * (m + d + 1)) := by ring
  rcases le_total a m with h | h
  · obtain ⟨d, rfl⟩ := Nat.exists_eq_add_of_le h
    calc a ^ (a + d) * a.factorial = a ^ a * (a ^ d * a.factorial) := by ring
      _ ≤ a ^ a * (a + d).factorial := Nat.mul_le_mul_left _ (h1 d)
  · obtain ⟨d, rfl⟩ := Nat.exists_eq_add_of_le h
    calc (m + d) ^ m * (m + d).factorial
        ≤ (m + d) ^ m * (m.factorial * (m + d) ^ d) := Nat.mul_le_mul_left _ (h2 d)
      _ = (m + d) ^ (m + d) * m.factorial := by rw [pow_add]; ring

/-- With level probabilities `pᵢ = nᵢ / N`, no occupation vector with the same particle
number has a larger weight than `n` itself. -/
theorem weight_le_weight_self (n m : ι → ℕ) (hm : total m = total n) :
    weight (freq n) m ≤ weight (freq n) n := by
  -- the weight is a common prefactor times `∏ nᵢ^lᵢ / lᵢ!`
  have key : ∀ l : ι → ℕ, total l = total n → weight (freq n) l =
      ((total n).factorial : ℝ) / (total n : ℝ) ^ total n *
        ∏ i, ((n i : ℝ) ^ l i / ((l i).factorial : ℝ)) := by
    intro l hl
    have hs : ∑ i, l i = total n := hl
    simp only [weight, multiplicity_eq, freq, div_pow, prod_div_distrib,
      prod_pow_eq_pow_sum, hl, hs]
    ring
  have h : ∀ i, (n i : ℝ) ^ m i / ((m i).factorial : ℝ)
      ≤ (n i : ℝ) ^ n i / ((n i).factorial : ℝ) := by
    intro i
    rw [div_le_div_iff₀ (by positivity) (by positivity)]
    exact_mod_cast pow_mul_factorial_le (n i) (m i)
  rw [key m hm, key n rfl]
  apply mul_le_mul_of_nonneg_left _ (by positivity)
  exact Finset.prod_le_prod (fun i _ => by positivity) (fun i _ => h i)

/-- For `pᵢ = nᵢ / N` with `N ≥ 1`, one has `∏ pᵢ^nᵢ = exp (-N S(p))`. -/
theorem prod_freq_pow (n : ι → ℕ) (hN : 1 ≤ total n) :
    ∏ i, freq n i ^ n i = Real.exp (-((total n : ℝ) * shannon (freq n))) := by
  have hpos : (0 : ℝ) < total n := by exact_mod_cast hN
  have hn : ∀ i, (total n : ℝ) * freq n i = n i := by
    intro i
    unfold freq
    field_simp
  have hS : -((total n : ℝ) * shannon (freq n)) = ∑ i, (n i : ℝ) * Real.log (freq n i) := by
    rw [shannon, mul_neg, neg_neg, mul_sum]
    exact sum_congr rfl fun i _ => by rw [← mul_assoc, hn]
  rw [hS, Real.exp_sum]
  refine prod_congr rfl fun i _ => ?_
  by_cases h : n i = 0
  · simp [h]
  · have hp : 0 < freq n i :=
      div_pos (by exact_mod_cast Nat.pos_of_ne_zero h) hpos
    rw [Real.exp_nat_mul, Real.exp_log hp]

/-- Boltzmann counting: for `N ≥ 1` particles on `k` levels the fractions `pᵢ = nᵢ / N` sum
to one and `exp (N S(p)) / (N + 1)^k ≤ W(n) ≤ exp (N S(p))`. -/
theorem multiplicity_bounds (n : ι → ℕ) (hN : 1 ≤ total n) :
    ∑ i, freq n i = 1 ∧
    Real.exp (total n * shannon (freq n)) / ((total n : ℝ) + 1) ^ Fintype.card ι
      ≤ multiplicity n ∧
    (multiplicity n : ℝ) ≤ Real.exp (total n * shannon (freq n)) := by
  classical
  have hE : 0 < Real.exp (total n * shannon (freq n)) := Real.exp_pos _
  have hK : (0 : ℝ) < ((total n : ℝ) + 1) ^ Fintype.card ι := by positivity
  have hp : ∀ i, 0 ≤ freq n i := fun i => by unfold freq; positivity
  have hw : ∀ m, 0 ≤ weight (freq n) m := fun m =>
    mul_nonneg (Nat.cast_nonneg _) (prod_nonneg fun i _ => pow_nonneg (hp i) _)
  have hsum := sum_weight (freq n) (sum_freq n hN) (total n)
  have hP : weight (freq n) n = multiplicity n / Real.exp (total n * shannon (freq n)) := by
    rw [weight, prod_freq_pow n hN, Real.exp_neg, div_eq_mul_inv]
  refine ⟨sum_freq n hN, ?_, ?_⟩
  · -- total weight ≤ number of macrostates × largest weight
    have h1 := sum_le_card_nsmul (macrostates ι (total n)) (weight (freq n)) (weight (freq n) n)
      fun m hm => by
        have hm' : m ∈ piAntidiag univ (total n) := hm
        exact weight_le_weight_self n m (mem_piAntidiag.1 hm').1
    rw [hsum, nsmul_eq_mul] at h1
    have hc : ((macrostates ι (total n)).card : ℝ) ≤ ((total n : ℝ) + 1) ^ Fintype.card ι := by
      exact_mod_cast card_macrostates_le (ι := ι) (total n)
    have h2 := h1.trans (mul_le_mul_of_nonneg_right hc (hw n))
    rw [hP, ← mul_div_assoc, le_div_iff₀ hE] at h2
    rw [div_le_iff₀ hK]
    linarith
  · -- one weight ≤ total weight
    have hmem : n ∈ piAntidiag univ (total n) :=
      mem_piAntidiag.2 ⟨rfl, fun i _ => mem_univ i⟩
    have h1 := single_le_sum (s := macrostates ι (total n)) (f := weight (freq n))
      (fun m _ => hw m) hmem
    rw [hsum, hP] at h1
    exact (div_le_one hE).1 h1

/-- The Boltzmann entropy per particle `(ln W) / N` lies between `S(p) - k ln (N + 1) / N`
and `S(p)`, for `N ≥ 1` particles on `k` levels and `pᵢ = nᵢ / N`. -/
theorem entropy_per_particle (n : ι → ℕ) (hN : 1 ≤ total n) :
    shannon (freq n) - Fintype.card ι * Real.log ((total n : ℝ) + 1) / total n
      ≤ Real.log (multiplicity n) / total n ∧
    Real.log (multiplicity n) / total n ≤ shannon (freq n) := by
  obtain ⟨-, lo, up⟩ := multiplicity_bounds n hN
  have hpos : (0 : ℝ) < total n := by exact_mod_cast hN
  have hE : 0 < Real.exp (total n * shannon (freq n)) := Real.exp_pos _
  have hK : (0 : ℝ) < ((total n : ℝ) + 1) ^ Fintype.card ι := by positivity
  have hW : (0 : ℝ) < multiplicity n := (div_pos hE hK).trans_le lo
  have l1 := Real.log_le_log (div_pos hE hK) lo
  have l2 := Real.log_le_log hW up
  rw [Real.log_div hE.ne' hK.ne', Real.log_exp, Real.log_pow] at l1
  rw [Real.log_exp] at l2
  constructor
  · rw [sub_le_iff_le_add, ← add_div, le_div_iff₀ hpos]
    linarith
  · rw [div_le_iff₀ hpos]
    linarith

end

end BoltzmannCounting
```

```lean
#print axioms BoltzmannCounting.multiplicity_bounds
#print axioms BoltzmannCounting.entropy_per_particle
```

```
'BoltzmannCounting.multiplicity_bounds' depends on axioms: [propext, Classical.choice, Quot.sound]
'BoltzmannCounting.entropy_per_particle' depends on axioms: [propext, Classical.choice, Quot.sound]
```

## Notes on the proof

`multiplicity_eq` clears the denominator, which is nonzero because factorials are, and casts Mathlib's identity `Nat.multinomial_spec`, $\prod_i n_i! \cdot W(n) = N!$, to the reals. `sum_freq` pulls the common denominator $N$ out of the sum.

`sum_weight` is step 1. It takes the multinomial theorem in the form `Finset.sum_pow_eq_sum_piAntidiag`, and rewriting with `hq` and `one_pow` turns $(\sum_i q_i)^N$ into $1$. No sign condition on the $q_i$ is used.

`card_macrostates_le` is step 2. The inclusion `hsub` places every macrostate in the product of $k$ copies of `range (N + 1)`, with `single_le_sum` supplying $m_i \le \sum_j m_j$; the product set has $(N+1)^k$ elements.

`pow_mul_factorial_le` is step 3, carried out in the natural numbers without division. The auxiliary bounds `h1`, $a^d\,a! \le (a+d)!$, and `h2`, $(m+d)! \le m!\,(m+d)^d$, are proved by induction on $d$, one extra factor at a time. Then `le_total a m` splits into the two cases, `Nat.exists_eq_add_of_le` names the difference $d$, and each `calc` block multiplies by the remaining power.

`weight_le_weight_self` is step 4. The statement `key` is the factorised form of $P_p(l)$, in which `prod_pow_eq_pow_sum` collects $\prod_i N^{l_i}$ into $N^N$. The level-wise inequality `h` is cross-multiplied into step 3, and `Finset.prod_le_prod` multiplies the $k$ inequalities.

`prod_freq_pow` is step 5. After `hS` rewrites the exponent as $\sum_i n_i \ln p_i$, `Real.exp_sum` converts the exponential into a product, compared factor by factor. The split on `n i = 0` separates empty levels, where both factors are $1$, from occupied ones, where `Real.exp_log hp` uses $p_i > 0$.

`multiplicity_bounds` is step 6. It records nonnegativity of the weights in `hw`, the normalisation in `hsum` and $P_p(n) = W(n)/e^{N S(p)}$ in `hP`. In the first branch `sum_le_card_nsmul` bounds the sum by the number of macrostates times $P_p(n)$, `hc` replaces that number by $(N+1)^k$, and `h2` becomes the lower bound once denominators are cleared. In the second branch `hmem` states that $n$ is itself a macrostate of $N$ particles, and `single_le_sum` gives $P_p(n) \le 1$.

`entropy_per_particle` is step 7. Positivity `hW` of the multiplicity comes from the lower bound, `Real.log_le_log` gives `l1` and `l2`, and `Real.log_div`, `Real.log_exp` and `Real.log_pow` expand them into $N S(p) - k \ln(N+1) \le \ln W$ and $\ln W \le N S(p)$. Multiplying each goal through by $N > 0$ leaves an inequality that `linarith` closes.
